# Spin-Orbit Coupling Through Imaginary Orbital Matrices Never Raises the Lowest Energy of a Real Hamiltonian

Spin-orbit coupling can lower the ground-state energy of a spin-free Hamiltonian or leave it unchanged, but it cannot raise it, provided that the Hamiltonian is a finite real symmetric matrix and the coupling is a sum of products of imaginary Hermitian orbital matrices with Hermitian spin matrices. If the energy is unchanged, the coupling annihilates every product of a real ground vector with a spin vector.

The physical question is what spin-orbit coupling does to the lowest level of a molecule. Without a magnetic field, the spin-free Hamiltonian is real in a basis of real orbitals, while orbital angular momentum is imaginary there. In an orthonormal basis of this kind the Hamiltonian with coupling is

$$F = H\otimes 1 + W,\qquad W=\sum_a iA_a\otimes S_a ,$$

with $H$ real symmetric, $A_a$ real antisymmetric and $S_a$ Hermitian. The letter $A$ often denotes a spin-orbit constant; here $A_a$ is an orbital matrix with the coupling strength absorbed.

The step left to physics is the replacement of the molecule by this finite matrix. For one electron it is a basis truncation; for several electrons it also means keeping only states of one total spin. Within such a model the result applies both to $\Sigma$ terms, which have no first-order spin-orbit splitting, and to $\Pi$ terms, which can have one.

## Matrices, energies and product states

```lean
import Mathlib

open Matrix
open scoped Kronecker ComplexOrder

namespace SpinOrbitLowering

noncomputable section

variable {n m ι : Type*} [Fintype n] [Fintype m] [Fintype ι] [DecidableEq n] [DecidableEq m]
```

The finite index sets `n`, `m` and `ι` label the orbitals, the spin states and the components $a$. There may be any number of components, not only $x,y,z$.

```lean
/-- The real eigenvalues of a square matrix, each belonging to a nonzero eigenvector. -/
def energies {k R : Type*} [Fintype k] [CommRing R] [Algebra ℝ R] (M : Matrix k k R) : Set ℝ :=
  {E | ∃ x : k → R, x ≠ 0 ∧ M *ᵥ x = E • x}
```

`energies M` is the set of real numbers $E$ for which $Mx=Ex$ has a nonzero solution $x$. The symbol `*ᵥ` is a matrix acting on a vector. The entries may be real, as for $H$, or complex, as for $F$.

```lean
/-- The product `u ⊗ s` of a real orbital vector and a complex spin vector. -/
def productState {n m : Type*} (u : n → ℝ) (s : m → ℂ) : n × m → ℂ :=
  fun p => (u p.1 : ℂ) * s p.2
```

The vector $u\otimes s$ has components $(u\otimes s)_{ij}=u_i s_j$, with $u$ real and $s$ complex. Neither factor need be normalised.

```lean
/-- The spin-orbit coupling `∑ₐ i Aₐ ⊗ Sₐ`. -/
def coupling {n m : Type*} (A : ι → Matrix n n ℝ) (S : ι → Matrix m m ℂ) :
    Matrix (n × m) (n × m) ℂ :=
  ∑ a, Complex.I • ((A a).map Complex.ofReal ⊗ₖ S a)
```

This is $W$. The symbol `⊗ₖ` is the Kronecker product, and `map Complex.ofReal` reads a real matrix as a complex one. No spin commutation relations are assumed for the $S_a$.

```lean
/-- The Hamiltonian `H ⊗ 1 + ∑ₐ i Aₐ ⊗ Sₐ` with spin-orbit coupling. -/
def fullHamiltonian {n : Type*} (H : Matrix n n ℝ) (A : ι → Matrix n n ℝ)
    (S : ι → Matrix m m ℂ) : Matrix (n × m) (n × m) ℂ :=
  H.map Complex.ofReal ⊗ₖ (1 : Matrix m m ℂ) + coupling A S
```

This is $F$. The unit matrix on the spin factor says that $H$ does not act on spin.

## Why the coupling has zero expectation value in a product with a real orbital vector

```lean
omit [DecidableEq n] [DecidableEq m] in
/-- A product operator acts on a product state factor by factor. -/
theorem kronecker_mulVec_productState (K : Matrix n n ℝ) (S : Matrix m m ℂ)
    (u : n → ℝ) (s : m → ℂ) :
    (K.map Complex.ofReal ⊗ₖ S) *ᵥ productState u s = productState (K *ᵥ u) (S *ᵥ s) := by
  ext ⟨i, j⟩
  simp only [mulVec, dotProduct, productState, Fintype.sum_prod_type, kroneckerMap_apply,
    map_apply, Complex.ofReal_sum, Complex.ofReal_mul, Finset.sum_mul_sum]
  exact Finset.sum_congr rfl fun _ _ => Finset.sum_congr rfl fun _ _ => by ring
```

For a real matrix $K$ and a spin matrix $S$,

$$(K\otimes S)(u\otimes s)=(Ku)\otimes(Ss).$$

In components, the double sum $\sum_{i'j'}K_{ii'}S_{jj'}u_{i'}s_{j'}$ factorises into a product of two sums. The proof uses this identity, `Finset.sum_mul_sum`, to expand the product on the right-hand side.

```lean
omit [DecidableEq n] [DecidableEq m] in
/-- The coupling turns `u ⊗ s` into `∑ₐ i (Aₐ u) ⊗ (Sₐ s)`. -/
theorem coupling_mulVec (A : ι → Matrix n n ℝ) (S : ι → Matrix m m ℂ)
    (u : n → ℝ) (s : m → ℂ) :
    coupling A S *ᵥ productState u s =
      ∑ a, Complex.I • productState (A a *ᵥ u) (S a *ᵥ s) := by
  have h : coupling A S *ᵥ productState u s =
      ∑ a, (Complex.I • ((A a).map Complex.ofReal ⊗ₖ S a)) *ᵥ productState u s :=
    map_sum (Matrix.mulVec.addMonoidHomLeft (productState u s)) _ _
  rw [h]
  exact Finset.sum_congr rfl fun a _ => by
    rw [smul_mulVec, kronecker_mulVec_productState]
```

Summing over components gives $W(u\otimes s)=\sum_a i\,(A_au)\otimes(S_as)$.

```lean
omit [DecidableEq n] [DecidableEq m] in
/-- The overlap of two product states is the product of the overlaps. -/
theorem productState_overlap (u v : n → ℝ) (s t : m → ℂ) :
    star (productState u s) ⬝ᵥ productState v t = ((u ⬝ᵥ v : ℝ) : ℂ) * (star s ⬝ᵥ t) := by
  simp only [dotProduct, productState, Pi.star_apply, Fintype.sum_prod_type,
    Complex.ofReal_sum, Complex.ofReal_mul, Finset.sum_mul_sum, star_mul']
  refine Finset.sum_congr rfl fun _ _ => Finset.sum_congr rfl fun _ _ => ?_
  simp only [Complex.star_def, Complex.conj_ofReal]
  ring
```

Overlaps factorise as well: $\langle u\otimes s|v\otimes t\rangle=(u\cdot v)\,\langle s|t\rangle$. In Lean, `star` is complex conjugation and `⬝ᵥ` is the plain sum of products, so together they form the usual inner product.

```lean
omit [DecidableEq n] [DecidableEq m] in
/-- For real antisymmetric `Aₐ` the coupling has zero expectation value in every product of a
real orbital vector and a spin vector. -/
theorem coupling_expectation {A : ι → Matrix n n ℝ} (hA : ∀ a, (A a)ᵀ = -A a)
    (S : ι → Matrix m m ℂ) (u : n → ℝ) (s : m → ℂ) :
    star (productState u s) ⬝ᵥ (coupling A S *ᵥ productState u s) = 0 := by
  rw [coupling_mulVec, dotProduct_sum]
  refine Finset.sum_eq_zero fun a _ => ?_
  -- the orbital factor equals its own negative
  have h : u ⬝ᵥ (A a *ᵥ u) = -(u ⬝ᵥ (A a *ᵥ u)) := by
    conv_lhs => rw [dotProduct_mulVec, ← mulVec_transpose, hA, neg_mulVec, neg_dotProduct,
      dotProduct_comm]
  have h0 : u ⬝ᵥ (A a *ᵥ u) = 0 := by linarith
  rw [dotProduct_smul, productState_overlap, h0]
  simp
```

By the two preceding results,

$$\langle u\otimes s|W|u\otimes s\rangle=\sum_a i\,(u\cdot A_au)\,\langle s|S_a|s\rangle .$$

Antisymmetry gives $u\cdot A_au=(A_a^{T}u)\cdot u=-u\cdot A_au$, so each orbital factor vanishes. The `conv_lhs` line carries out this transposition, and `linarith` concludes that a number equal to its own negative is zero.

## The variational bound

```lean
/-- A Hermitian matrix minus its lowest eigenvalue is positive semidefinite. -/
theorem posSemidef_sub_lowest {k : Type*} [Fintype k] [DecidableEq k] {M : Matrix k k ℂ}
    (hM : M.IsHermitian) {E : ℝ} (hE : IsLeast (energies M) E) :
    (M - E • (1 : Matrix k k ℂ)).PosSemidef := by
  have hN : (M - E • (1 : Matrix k k ℂ)).IsHermitian := by
    apply hM.sub
    rw [Matrix.IsHermitian, conjTranspose_smul]
    simp
  rw [hN.posSemidef_iff_eigenvalues_nonneg]
  intro j
  have h := hN.mulVec_eigenvectorBasis j
  have hx : (hN.eigenvectorBasis j).ofLp ≠ 0 := by
    intro h0
    apply hN.eigenvectorBasis.orthonormal.ne_zero j
    ext i
    exact congrFun h0 i
  -- an eigenvalue of the shifted matrix is an eigenvalue of `M` measured from `E`
  have hmem : E + hN.eigenvalues j ∈ energies M := by
    refine ⟨_, hx, ?_⟩
    rw [sub_mulVec, smul_mulVec, one_mulVec] at h
    rw [add_smul, add_comm]
    exact sub_eq_iff_eq_add.mp h
  have := hE.2 hmem
  show (0 : ℝ) ≤ hN.eigenvalues j
  linarith
```

Let $M$ be Hermitian with lowest eigenvalue $E$. `IsLeast` says that $E$ belongs to the set of energies and that no member lies below it. If $(M-E)x=\lambda x$ with $x\neq0$, then $Mx=(E+\lambda)x$, hence $E+\lambda\ge E$ and $\lambda\ge0$. The shifted matrix is Hermitian with no negative eigenvalue, so it is positive semidefinite. In the proof, `hmem` is the statement that $E+\lambda$ is an energy of $M$.

```lean
omit [Fintype n] [Fintype m] [DecidableEq n] in
/-- The full Hamiltonian is Hermitian if `H` is real symmetric, the `Aₐ` are real antisymmetric
and the `Sₐ` are Hermitian. -/
theorem fullHamiltonian_isHermitian {H : Matrix n n ℝ} {A : ι → Matrix n n ℝ}
    {S : ι → Matrix m m ℂ} (hH : H.IsSymm) (hA : ∀ a, (A a)ᵀ = -A a)
    (hS : ∀ a, (S a).IsHermitian) : (fullHamiltonian H A S).IsHermitian := by
  apply Matrix.IsHermitian.ext
  rintro ⟨i, k⟩ ⟨j, l⟩
  simp only [fullHamiltonian, coupling, Matrix.add_apply, Matrix.sum_apply, kroneckerMap_apply,
    map_apply, Matrix.smul_apply, smul_eq_mul, star_add, star_sum, star_mul']
  congr 1
  · rw [hH.apply i j]
    by_cases h : k = l
    · subst h
      simp
    · simp [h, Ne.symm h]
  · refine Finset.sum_congr rfl fun a _ => ?_
    have h : A a j i = -A a i j := congrFun (congrFun (hA a) i) j
    rw [(hS a).apply k l, h]
    simp
```

$F$ is Hermitian. The part $H\otimes1$ is real and symmetric. In the coupling, $\overline{i(A_a)_{ji}}=-i(A_a)_{ji}=i(A_a)_{ij}$, so $iA_a$ is Hermitian, and so is its Kronecker product with $S_a$. The proof compares matrix entries in the same way.

```lean
/-- Spin-orbit coupling, with `H` real symmetric, `Aₐ` real antisymmetric and `Sₐ` Hermitian,
never raises the lowest eigenvalue. If it leaves it unchanged, it annihilates `u ⊗ s` for every
real ground vector `u` of `H` and every spin vector `s`. -/
theorem lowest_energy_le {H : Matrix n n ℝ} {A : ι → Matrix n n ℝ} {S : ι → Matrix m m ℂ}
    (hH : H.IsSymm) (hA : ∀ a, (A a)ᵀ = -A a) (hS : ∀ a, (S a).IsHermitian) {E₀ E : ℝ}
    (hE₀ : IsLeast (energies H) E₀) (hE : IsLeast (energies (fullHamiltonian H A S)) E) :
    E ≤ E₀ ∧ (E = E₀ → ∀ u : n → ℝ, H *ᵥ u = E₀ • u → ∀ s : m → ℂ,
      coupling A S *ᵥ productState u s = 0) := by
  have hP := posSemidef_sub_lowest (fullHamiltonian_isHermitian hH hA hS) hE
  have act : ∀ (u : n → ℝ) (s : m → ℂ), H *ᵥ u = E₀ • u →
      fullHamiltonian H A S *ᵥ productState u s =
        E₀ • productState u s + coupling A S *ᵥ productState u s := by
    intro u s hu
    rw [fullHamiltonian, add_mulVec, kronecker_mulVec_productState, hu, one_mulVec]
    congr 1
    ext p
    simp only [productState, Pi.smul_apply, smul_eq_mul, Complex.ofReal_mul, Complex.real_smul]
    ring
  -- the coupling drops out of the expectation value
  have key : ∀ (u : n → ℝ) (s : m → ℂ), H *ᵥ u = E₀ • u →
      star (productState u s) ⬝ᵥ
        ((fullHamiltonian H A S - E • (1 : Matrix (n × m) (n × m) ℂ)) *ᵥ productState u s) =
      (((E₀ - E) * (u ⬝ᵥ u) : ℝ) : ℂ) * (star s ⬝ᵥ s) := by
    intro u s hu
    rw [sub_mulVec, smul_mulVec, one_mulVec, act u s hu, dotProduct_sub, dotProduct_add,
      coupling_expectation hA, dotProduct_smul, dotProduct_smul, productState_overlap]
    simp only [Complex.real_smul, Complex.ofReal_mul, Complex.ofReal_sub]
    ring
  constructor
  · obtain ⟨u, hu0, hu⟩ := hE₀.1
    obtain ⟨x, hx0, -⟩ := hE.1
    obtain ⟨p, -⟩ := Function.ne_iff.mp hx0
    have h := hP.dotProduct_mulVec_nonneg (productState u (Pi.single p.2 1))
    have h1 : star (Pi.single p.2 1 : m → ℂ) ⬝ᵥ Pi.single p.2 1 = 1 := by simp
    rw [key u _ hu, h1, mul_one] at h
    have h2 : 0 ≤ (E₀ - E) * (u ⬝ᵥ u) := Complex.zero_le_real.mp h
    have hpos : 0 < u ⬝ᵥ u :=
      lt_of_le_of_ne (Finset.sum_nonneg fun i _ => mul_self_nonneg (u i))
        fun h0 => hu0 (dotProduct_self_eq_zero.mp h0.symm)
    by_contra hlt
    nlinarith [mul_pos (sub_pos.mpr (not_le.mp hlt)) hpos]
  · -- a vanishing expectation value of a positive semidefinite matrix gives a null vector
    intro heq u hu s
    have h0 := (hP.dotProduct_mulVec_zero_iff (productState u s)).mp (by
      rw [key u s hu, heq]
      simp)
    rw [sub_mulVec, smul_mulVec, one_mulVec, act u s hu, heq, add_sub_cancel_left] at h0
    exact h0
```

Let $E_0$ and $E$ be the lowest eigenvalues of $H$ and $F$. The theorem states that $E\le E_0$, and that $E=E_0$ implies $W(u\otimes s)=0$ whenever $u$ is real with $Hu=E_0u$, for every $s$.

Put $\Psi=u\otimes s$ for such a $u$. Then $F\Psi=E_0\Psi+W\Psi$, which is `act` in the proof. Since the expectation value of $W$ in $\Psi$ is zero,

$$\langle\Psi|F-E|\Psi\rangle=(E_0-E)\,(u\cdot u)\,\langle s|s\rangle ,$$

which is `key`. For normalised factors the right-hand side is simply $E_0-E$.

The left-hand side is nonnegative because $F-E$ is positive semidefinite. With $u\neq0$ and $s$ a spin basis vector, this gives $E\le E_0$; `nlinarith` does the final division by $u\cdot u>0$ in the form of a contradiction.

Now let $E=E_0$. The expectation value vanishes for every $\Psi$ of this kind. A positive semidefinite matrix can be written $B^\dagger B$, so $\|B\Psi\|^2=0$ and $(F-E_0)\Psi=0$. The lemma `dotProduct_mulVec_zero_iff` supplies this step. Subtracting $E_0\Psi$ from $F\Psi=E_0\Psi+W\Psi$ leaves $W\Psi=0$.

```lean
/-- Let `H` be real symmetric, the `Aₐ` real antisymmetric, and the `Sₐ` Hermitian and linearly
independent over the reals. If the coupling leaves the lowest eigenvalue unchanged, each `Aₐ`
separately annihilates every real ground vector of `H`. -/
theorem orbital_annihilates_ground {H : Matrix n n ℝ} {A : ι → Matrix n n ℝ}
    {S : ι → Matrix m m ℂ} (hH : H.IsSymm) (hA : ∀ a, (A a)ᵀ = -A a)
    (hS : ∀ a, (S a).IsHermitian) (hind : LinearIndependent ℝ S) {E₀ : ℝ}
    (hE₀ : IsLeast (energies H) E₀) (hE : IsLeast (energies (fullHamiltonian H A S)) E₀)
    {u : n → ℝ} (hu : H *ᵥ u = E₀ • u) (a : ι) : A a *ᵥ u = 0 := by
  ext i
  refine Fintype.linearIndependent_iff.mp hind (fun b => (A b *ᵥ u) i) ?_ a
  ext j k
  -- test the annihilation on the `k`-th spin basis vector
  have h := congrFun ((lowest_energy_le hH hA hS hE₀ hE).2 rfl u hu (Pi.single k 1)) (i, j)
  rw [coupling_mulVec] at h
  simp only [Finset.sum_apply, Pi.smul_apply, productState, smul_eq_mul,
    Matrix.mulVec_single_one, Matrix.col_apply, ← Finset.mul_sum, Pi.zero_apply] at h
  have h' := (mul_eq_zero.mp h).resolve_left Complex.I_ne_zero
  simpa [Matrix.sum_apply] using h'
```

If the $S_a$ are linearly independent over the reals, an unchanged lowest energy forces $A_au=0$ for each $a$ separately. The three spin components satisfy this condition for any nonzero spin. For spin zero they all vanish, and nothing can be inferred about the orbitals.

Take $s$ to be the $k$-th spin basis vector. The $(i,j)$ component of $W(u\otimes s)=0$ reads

$$i\sum_a (A_au)_i\,(S_a)_{jk}=0 .$$

For fixed $i$ this holds for all $j,k$, so $\sum_a(A_au)_i\,S_a=0$ with real coefficients. Independence makes every coefficient zero.

**Two orbitals with numbers.** Take

$$H=\begin{pmatrix}0&0\\0&3\end{pmatrix},\qquad A=\begin{pmatrix}0&-2\\2&0\end{pmatrix},\qquad S=\sigma_z .$$

For spin up, $F$ reduces to $\begin{pmatrix}0&-2i\\2i&3\end{pmatrix}$, with characteristic equation $E^2-3E-4=0$ and roots $-1$ and $4$. Spin down gives the same roots. The lowest energy falls from $0$ to $-1$.

**The highest level.** In the same example the highest energy rises from $3$ to $4$. This is general: applying the theorem to $-H$ and $-A_a$ shows that the coupling never lowers the highest eigenvalue. That corollary is derived here in prose and has no Lean statement.

## An excited level whose lower component falls below the ground level

```lean
/-- Three orbitals: one at energy 0 and a degenerate pair at energy 1. -/
def modelH : Matrix (Fin 3) (Fin 3) ℝ := diagonal ![0, 1, 1]
```

The three orbital energies are $0,1,1$.

```lean
/-- A real antisymmetric matrix that couples only the degenerate pair. -/
def modelA : Unit → Matrix (Fin 3) (Fin 3) ℝ := fun _ => !![0, 0, 0; 0, 0, -2; 0, 2, 0]
```

The single coupling matrix connects only the two excited orbitals. `Unit` is an index set with one element.

```lean
/-- The Pauli matrix `σ_z`. -/
def modelS : Unit → Matrix (Fin 2) (Fin 2) ℂ := fun _ => !![1, 0; 0, -1]
```

The spin factor is $\sigma_z$, with eigenvalues $\pm1$.

```lean
/-- The converse of the equality statement fails: in the model the lowest eigenvalue of `H` is 0
and the coupling annihilates all ground product states, yet the full Hamiltonian has the
eigenvalue -1. -/
theorem converse_fails :
    IsLeast (energies modelH) 0 ∧
    (∀ u : Fin 3 → ℝ, modelH *ᵥ u = (0 : ℝ) • u → ∀ s : Fin 2 → ℂ,
      coupling modelA modelS *ᵥ productState u s = 0) ∧
    (-1 : ℝ) ∈ energies (fullHamiltonian modelH modelA modelS) := by
  refine ⟨⟨⟨![1, 0, 0], fun h => one_ne_zero (congrFun h 0), ?_⟩, ?_⟩, ?_, ?_⟩
  · ext i
    fin_cases i <;> simp [modelH, mulVec_diagonal]
  · rintro E ⟨x, hx, h⟩
    by_contra hE
    apply hx
    ext i
    have hi := congrFun h i
    simp only [modelH, mulVec_diagonal, Pi.smul_apply, smul_eq_mul] at hi
    have hd : (0 : ℝ) ≤ (![0, 1, 1] : Fin 3 → ℝ) i := by fin_cases i <;> simp
    have hz : ((![0, 1, 1] : Fin 3 → ℝ) i - E) * x i = 0 := by linear_combination hi
    exact (mul_eq_zero.mp hz).resolve_left (by linarith [not_le.mp hE] |> ne_of_gt)
  · intro u hu s
    have h1 : u 1 = 0 := by simpa [modelH, mulVec_diagonal] using congrFun hu 1
    have h2 : u 2 = 0 := by simpa [modelH, mulVec_diagonal] using congrFun hu 2
    have hA : ∀ a, modelA a *ᵥ u = 0 := by
      intro a
      ext i
      fin_cases i <;> simp [modelA, mulVec, dotProduct, Fin.sum_univ_three, h1, h2]
    rw [coupling_mulVec]
    ext p
    simp [hA, productState]
  · -- the circular combination of the excited pair, with spin up
    refine ⟨fun p => (![0, 1, -Complex.I] : Fin 3 → ℂ) p.1 * (![1, 0] : Fin 2 → ℂ) p.2,
      fun h => ?_, ?_⟩
    · have h1 := congrFun h (1, 0)
      simp at h1
    · ext ⟨i, j⟩
      fin_cases i <;> fin_cases j <;>
        simp [fullHamiltonian, coupling, modelH, modelA, modelS, mulVec, dotProduct,
          Fintype.sum_prod_type, Fin.sum_univ_three, Fin.sum_univ_two, Matrix.one_apply,
          diagonal_apply, Complex.ext_iff] <;>
        norm_num

end

end SpinOrbitLowering
```

The theorem has three parts: the lowest eigenvalue of $H$ is $0$; the coupling annihilates every ground product state; and $-1$ is nevertheless an eigenvalue of $F$. Annihilation of the ground states therefore does not imply that the lowest energy is unchanged.

For the first part, $(1,0,0)$ is an eigenvector of $H$ with eigenvalue $0$. To see that no eigenvalue is lower, suppose $Hx=Ex$ with $E<0$. Then $(d_i-E)x_i=0$ with every diagonal entry $d_i\ge0$, so $x=0$. For the second, a ground vector has only its first component nonzero, and $A$ annihilates it.

For the third, take spin up and the normalised orbital vector $(0,1,-i)/\sqrt2$; the code omits the factor $1/\sqrt2$. On it $iA$ has the value $-2$, so the energy is $1-2=-1$. `fin_cases` splits the eigenvalue equation into its six components, which are then checked by exact arithmetic.

```lean
#print axioms SpinOrbitLowering.lowest_energy_le
#print axioms SpinOrbitLowering.orbital_annihilates_ground
#print axioms SpinOrbitLowering.converse_fails
```

```
'SpinOrbitLowering.lowest_energy_le' depends on axioms: [propext, Classical.choice, Quot.sound]
'SpinOrbitLowering.orbital_annihilates_ground' depends on axioms: [propext, Classical.choice, Quot.sound]
'SpinOrbitLowering.converse_fails' depends on axioms: [propext, Classical.choice, Quot.sound]
```
